# Bounds on the gradient change when all Hessian eigenvalues lie between m > 0 and M

A geometry optimiser moves a structure from x to x + s and computes the gradient at both ends. The Hessian in between is unknown, but the gradient change

y = ∇E(x + s) − ∇E(x)

carries information about it. Suppose that E is twice continuously differentiable and that its Hessian eigenvalues lie in [m, M] at every configuration, with 0 < m ≤ M. Here m is the stiffness of the softest mode allowed and M that of the hardest. Then, for every x and s,

⟨y,s⟩ ≥ m⟨s,s⟩ and ⟨y,y⟩ ≤ M⟨y,s⟩.

For s ≠ 0 the first bound gives ⟨y,s⟩ > 0, the condition under which a BFGS update keeps a positive definite Hessian model positive definite. The assumption of uniform convexity excludes saddle regions, the zero modes of a free molecule in Cartesian coordinates, and any surface on which a bond can break, because the energy must grow at least quadratically at large distance. The proof of the two bounds, however, uses the eigenvalue limits only at points between x and x + s, so for a single step it is enough that they hold there.

In Lean 4 with Mathlib:

```lean
import Mathlib

open Set

namespace QuasiNewtonCurvature

noncomputable section
```

## Energy, Hessian and gradient change

A configuration is a vector of n real coordinates with the Euclidean inner product.

```lean
/-- The space of configurations with `n` real coordinates. -/
abbrev Conf (n : ℕ) := EuclideanSpace ℝ (Fin n)
```

The Hessian H(x) is the linear operator that represents the second derivative:

⟨H(x)v,w⟩ = D²E(x)[v,w].

```lean
variable {n : ℕ} {E : Conf n → ℝ} {m M : ℝ}

/-- The Hessian of the energy at `x`, as the linear operator that represents the second
derivative through the inner product. -/
def hessian (E : Conf n → ℝ) (x : Conf n) : Conf n →ₗ[ℝ] Conf n where
  toFun v := (InnerProductSpace.toDual ℝ (Conf n)).symm (fderiv ℝ (fderiv ℝ E) x v)
  map_add' u v := by simp
  map_smul' c v := by simp
```

The vector y is `gradientChange E x s`, built from Mathlib's gradient.

```lean
/-- The change of the gradient over the step `s` taken from `x`. -/
def gradientChange (E : Conf n → ℝ) (x s : Conf n) : Conf n :=
  gradient E (x + s) - gradient E x
```

The spectral hypothesis concerns the actual eigenvalues of H(x), and it is imposed at every x, not only near a minimum.

```lean
/-- At every configuration, all eigenvalues of the Hessian lie in `[m, M]`. -/
def HessianSpectrumIn (E : Conf n → ℝ) (m M : ℝ) : Prop :=
  ∀ (x : Conf n) (μ : ℝ), Module.End.HasEigenvalue (hessian E x) μ → m ≤ μ ∧ μ ≤ M
```

Two identities translate inner products into derivatives. The first is the defining relation of H; the second is ⟨∇E(x),w⟩ = DE(x)[w].

```lean
/-- Matrix elements of the Hessian are second directional derivatives of the energy. -/
theorem inner_hessian (x v w : Conf n) :
    inner ℝ (hessian E x v) w = fderiv ℝ (fderiv ℝ E) x v w :=
  InnerProductSpace.toDual_symm_apply

/-- The inner product of the gradient with `w` is the derivative of the energy applied to `w`. -/
theorem inner_gradient (x w : Conf n) :
    inner ℝ (gradient E x) w = fderiv ℝ E x w :=
  InnerProductSpace.toDual_symm_apply
```

## From eigenvalues to curvature along any direction

Second derivatives of a C² function commute, so ⟨H(x)v,w⟩ = ⟨v,H(x)w⟩. The hypothesis `ContDiff ℝ 2 E` supplies the differentiability needed.

```lean
/-- The Hessian of a twice continuously differentiable energy is symmetric. -/
theorem hessian_isSymmetric (hE : ContDiff ℝ 2 E) (x : Conf n) :
    (hessian E x).IsSymmetric := by
  intro v w
  rw [inner_hessian, real_inner_comm, inner_hessian]
  exact second_derivative_symmetric
    (fun y => (hE.differentiable (by norm_num) y).hasFDerivAt)
    (((hE.fderiv_right (m := 1) one_add_one_eq_two.le).differentiable
      (by norm_num) x).hasFDerivAt) v w
```

H(x) therefore has an orthonormal eigenbasis bᵢ with eigenvalues λᵢ. With cᵢ = ⟨bᵢ,v⟩,

⟨v,v⟩ = Σᵢ cᵢ²
⟨H(x)v,v⟩ = Σᵢ λᵢcᵢ².

Since m ≤ λᵢ ≤ M, comparing the sums term by term gives

m⟨v,v⟩ ≤ ⟨H(x)v,v⟩ ≤ M⟨v,v⟩.

In the code, `hv` and `hq` are the two expansions.

```lean
/-- Bounds on the Hessian eigenvalues bound the curvature of the energy along every
direction `v`. -/
theorem rayleigh_bounds (hE : ContDiff ℝ 2 E) (hH : HessianSpectrumIn E m M) (x v : Conf n) :
    m * inner ℝ v v ≤ inner ℝ (hessian E x v) v ∧
      inner ℝ (hessian E x v) v ≤ M * inner ℝ v v := by
  have hT := hessian_isSymmetric hE x
  have hn : Module.finrank ℝ (Conf n) = n := by simp
  let b := hT.eigenvectorBasis hn
  have hμ : ∀ i, m ≤ hT.eigenvalues hn i ∧ hT.eigenvalues hn i ≤ M := fun i =>
    hH x (hT.eigenvalues hn i) (hT.hasEigenvalue_eigenvalues hn i)
  -- expand both quadratic forms in the eigenbasis of the Hessian
  have hv : inner ℝ v v = ∑ i, (inner ℝ (b i) v) ^ 2 := by
    rw [← b.sum_inner_mul_inner v v]
    refine Finset.sum_congr rfl fun i _ => ?_
    rw [real_inner_comm (b i) v]
    ring
  have hq : inner ℝ (hessian E x v) v
      = ∑ i, hT.eigenvalues hn i * (inner ℝ (b i) v) ^ 2 := by
    rw [← b.sum_inner_mul_inner (hessian E x v) v]
    refine Finset.sum_congr rfl fun i _ => ?_
    have h1 : hessian E x (b i) = hT.eigenvalues hn i • b i :=
      hT.apply_eigenvectorBasis hn i
    rw [hT v (b i), h1, real_inner_smul_right, real_inner_comm (b i) v]
    ring
  rw [hq, hv, Finset.mul_sum, Finset.mul_sum]
  exact ⟨Finset.sum_le_sum fun i _ => mul_le_mul_of_nonneg_right (hμ i).1 (sq_nonneg _),
    Finset.sum_le_sum fun i _ => mul_le_mul_of_nonneg_right (hμ i).2 (sq_nonneg _)⟩
```

## Following the gradient along the step

Fix a vector w and let φ(r) = ⟨∇E(x + rs),w⟩. The chain rule gives

φ′(r) = ⟨H(x + rs)s,w⟩.

```lean
/-- Along a straight line with direction `s`, each component of the gradient changes at the
rate given by the Hessian acting on `s`. -/
theorem hasDerivAt_inner_gradient (hE : ContDiff ℝ 2 E) (x s w : Conf n) (t : ℝ) :
    HasDerivAt (fun r : ℝ => inner ℝ (gradient E (x + r • s)) w)
      (inner ℝ (hessian E (x + t • s) s) w) t := by
  have hline : HasDerivAt (fun r : ℝ => x + r • s) s t :=
    (((hasDerivAt_id' t).smul_const s).const_add x).congr_deriv (one_smul ℝ s)
  have hD := ((hE.fderiv_right (m := 1) one_add_one_eq_two.le).differentiable
    (by norm_num) (x + t • s)).hasFDerivAt.comp_hasDerivAt t hline
  have hw := hD.clm_apply (hasDerivAt_const t w)
  simp only [inner_gradient, inner_hessian]
  refine hw.congr_deriv ?_
  simp
```

Since φ(1) − φ(0) = ⟨y,w⟩, the mean value theorem yields some t in (0,1) with

⟨y,w⟩ = ⟨H(x + ts)s,w⟩.

The point t depends on w, so this does not say that y = H(x + ts)s for a single t.

```lean
/-- Each component of the gradient change equals that of the Hessian acting on the step, with
the Hessian taken at some point between the two ends of the step. -/
theorem gradientChange_mean_value (hE : ContDiff ℝ 2 E) (x s w : Conf n) :
    ∃ t ∈ Ioo (0 : ℝ) 1,
      inner ℝ (gradientChange E x s) w = inner ℝ (hessian E (x + t • s) s) w := by
  obtain ⟨t, ht, h⟩ := exists_hasDerivAt_eq_slope
    (fun r : ℝ => inner ℝ (gradient E (x + r • s)) w)
    (fun r : ℝ => inner ℝ (hessian E (x + r • s) s) w) zero_lt_one
    (fun r _ => (hasDerivAt_inner_gradient hE x s w r).continuousAt.continuousWithinAt)
    (fun r _ => hasDerivAt_inner_gradient hE x s w r)
  refine ⟨t, ht, ?_⟩
  simp only [one_smul, zero_smul, add_zero, sub_zero, div_one] at h
  rw [gradientChange, inner_sub_left]
  exact h.symm
```

## The two bounds

Taking w = s and applying the lower curvature bound gives ⟨y,s⟩ ≥ m⟨s,s⟩.

For the second bound take w = 2y − Ms, and write H for the Hessian at the resulting point x + ts:

2⟨y,y⟩ − M⟨y,s⟩ = 2⟨Hs,y⟩ − M⟨Hs,s⟩.

Positivity of H and its symmetry give

0 ≤ ⟨H(Ms − y),Ms − y⟩ = M²⟨Hs,s⟩ − 2M⟨Hs,y⟩ + ⟨Hy,y⟩.

Together with ⟨Hy,y⟩ ≤ M⟨y,y⟩ this becomes

M(2⟨y,y⟩ − M⟨y,s⟩) ≤ M⟨y,y⟩,

and division by M > 0 leaves ⟨y,y⟩ ≤ M⟨y,s⟩. In the code, `h0` is the positivity, `h1` the upper curvature bound and `h2` the mean value identity times M; `nlinarith` combines them.

```lean
/-- **Quasi-Newton curvature bounds.** If all Hessian eigenvalues lie in `[m, M]` with
`0 < m ≤ M`, the gradient change `y` over any step `s` satisfies `⟨y,s⟩ ≥ m ⟨s,s⟩` and
`⟨y,y⟩ ≤ M ⟨y,s⟩`. -/
theorem curvature_bounds (hE : ContDiff ℝ 2 E) (hm : 0 < m) (hmM : m ≤ M)
    (hH : HessianSpectrumIn E m M) (x s : Conf n) :
    m * inner ℝ s s ≤ inner ℝ (gradientChange E x s) s ∧
      inner ℝ (gradientChange E x s) (gradientChange E x s)
        ≤ M * inner ℝ (gradientChange E x s) s := by
  have hM : 0 < M := hm.trans_le hmM
  constructor
  · obtain ⟨t, -, h⟩ := gradientChange_mean_value hE x s s
    rw [h]
    exact (rayleigh_bounds hE hH _ s).1
  · -- test the gradient change against the direction 2y - Ms
    obtain ⟨t, -, h⟩ := gradientChange_mean_value hE x s
      ((2 : ℝ) • gradientChange E x s - M • s)
    generalize gradientChange E x s = y at h ⊢
    have h0 : 0 ≤ inner ℝ (hessian E (x + t • s) (M • s - y)) (M • s - y) :=
      (mul_nonneg hm.le real_inner_self_nonneg).trans (rayleigh_bounds hE hH _ _).1
    have h1 := (rayleigh_bounds hE hH (x + t • s) y).2
    have hsym : inner ℝ (hessian E (x + t • s) y) s
        = inner ℝ (hessian E (x + t • s) s) y :=
      (hessian_isSymmetric hE (x + t • s) y s).trans (real_inner_comm _ _)
    simp only [map_sub, map_smul, inner_sub_left, inner_sub_right, real_inner_smul_left,
      real_inner_smul_right, hsym] at h0 h
    have h2 := congrArg (fun r : ℝ => M * r) h
    have key : 0 ≤ M * (M * inner ℝ y s - inner ℝ y y) := by nlinarith
    exact sub_nonneg.1 ((mul_nonneg_iff_of_pos_left hM).1 key)
```

The second bound can fail when m is negative. In one dimension let E(q) = −q²/2, with m = −1 and M = 1. The eigenvalue −1 lies in [m, M], but y = −s, so for s ≠ 0 the second bound would read s² ≤ −s².

## From the bounds back to the eigenvalue interval

The second bound also limits ⟨y,s⟩ from above:

0 ≤ ⟨y − Ms,y − Ms⟩ ≤ M(M⟨s,s⟩ − ⟨y,s⟩).

```lean
/-- For any vectors `y` and `s` and `M > 0`, the bound `⟨y,y⟩ ≤ M ⟨y,s⟩` implies
`⟨y,s⟩ ≤ M ⟨s,s⟩`. -/
theorem inner_le_of_inner_self_le (hM : 0 < M) {y s : Conf n}
    (h : inner ℝ y y ≤ M * inner ℝ y s) : inner ℝ y s ≤ M * inner ℝ s s := by
  have h0 : 0 ≤ inner ℝ (y - M • s) (y - M • s) := real_inner_self_nonneg
  have hc : inner ℝ s y = inner ℝ y s := real_inner_comm _ _
  simp only [inner_sub_left, inner_sub_right, real_inner_smul_left,
    real_inner_smul_right, hc] at h0
  have key : 0 ≤ M * (M * inner ℝ s s - inner ℝ y s) := by nlinarith
  exact sub_nonneg.1 ((mul_nonneg_iff_of_pos_left hM).1 key)
```

Now assume both bounds for all x and s, with M > 0 and no sign condition on m. Let H(x)v = μv with v ≠ 0. Applying the bounds to the step tv, t > 0, and dividing by t² gives

m⟨v,v⟩ ≤ ⟨∇E(x + tv) − ∇E(x),v⟩/t ≤ M⟨v,v⟩.

As t → 0 the middle term tends to μ⟨v,v⟩, so m ≤ μ ≤ M. The limits are taken by `ge_of_tendsto` and `le_of_tendsto`.

```lean
/-- Converse: if the two curvature bounds hold for every starting point and every step, with
`M > 0`, then all Hessian eigenvalues lie in `[m, M]`. -/
theorem hessianSpectrumIn_of_curvature_bounds (hE : ContDiff ℝ 2 E) (hM : 0 < M)
    (h : ∀ x s : Conf n, m * inner ℝ s s ≤ inner ℝ (gradientChange E x s) s ∧
      inner ℝ (gradientChange E x s) (gradientChange E x s)
        ≤ M * inner ℝ (gradientChange E x s) s) :
    HessianSpectrumIn E m M := by
  intro x μ hμ
  obtain ⟨v, hv⟩ := hμ.exists_hasEigenvector
  have hvv : 0 < inner ℝ v v := by
    have := norm_pos_iff.2 hv.2
    rw [real_inner_self_eq_norm_sq]
    positivity
  -- difference quotients along the eigenvector converge to μ ⟨v,v⟩
  have hd := (hasDerivAt_inner_gradient hE x v v 0).tendsto_slope_zero_right
  simp only [zero_add, zero_smul, add_zero, hv.apply_eq_smul, real_inner_smul_left,
    smul_eq_mul, ← inner_sub_left] at hd
  have hb : ∀ t : ℝ, 0 < t →
      m * inner ℝ v v ≤ t⁻¹ * inner ℝ (gradient E (x + t • v) - gradient E x) v ∧
      t⁻¹ * inner ℝ (gradient E (x + t • v) - gradient E x) v ≤ M * inner ℝ v v := by
    intro t ht
    obtain ⟨h1, h2⟩ := h x (t • v)
    have h3 := inner_le_of_inner_self_le hM h2
    simp only [gradientChange, real_inner_smul_left, real_inner_smul_right] at h1 h3
    rw [inv_mul_eq_div, le_div_iff₀ ht, div_le_iff₀ ht]
    exact ⟨le_of_mul_le_mul_left (by linarith) ht, le_of_mul_le_mul_left (by linarith) ht⟩
  have lo := ge_of_tendsto hd (by
    filter_upwards [self_mem_nhdsWithin] with t ht using (hb t ht).1)
  have hi := le_of_tendsto hd (by
    filter_upwards [self_mem_nhdsWithin] with t ht using (hb t ht).2)
  exact ⟨le_of_mul_le_mul_right lo hvv, le_of_mul_le_mul_right hi hvv⟩
```

## Barzilai–Borwein step lengths

After the step s, the Barzilai–Borwein method moves from x + s by −α∇E(x + s), where the step length α is ⟨y,s⟩/⟨y,y⟩ or ⟨s,s⟩/⟨y,s⟩. Under the hypotheses of `curvature_bounds`, both ⟨y,s⟩ and ⟨y,y⟩ are positive for s ≠ 0. The curvature bounds give the outer inequalities below, and Cauchy–Schwarz, ⟨y,s⟩² ≤ ⟨y,y⟩⟨s,s⟩, gives the middle one:

1/M ≤ ⟨y,s⟩/⟨y,y⟩ ≤ ⟨s,s⟩/⟨y,s⟩ ≤ 1/m.

These inequalities bound the step lengths on such a convex surface; they do not establish convergence of an optimiser that uses them.

```lean
/-- For a nonzero step, the two Barzilai–Borwein step lengths `⟨y,s⟩/⟨y,y⟩` and
`⟨s,s⟩/⟨y,s⟩` are ordered and lie between `1/M` and `1/m`. -/
theorem barzilaiBorwein_bounds (hE : ContDiff ℝ 2 E) (hm : 0 < m) (hmM : m ≤ M)
    (hH : HessianSpectrumIn E m M) (x : Conf n) {s : Conf n} (hs : s ≠ 0) :
    1 / M ≤ inner ℝ (gradientChange E x s) s /
        inner ℝ (gradientChange E x s) (gradientChange E x s) ∧
      inner ℝ (gradientChange E x s) s /
        inner ℝ (gradientChange E x s) (gradientChange E x s)
          ≤ inner ℝ s s / inner ℝ (gradientChange E x s) s ∧
      inner ℝ s s / inner ℝ (gradientChange E x s) s ≤ 1 / m := by
  obtain ⟨h1, h2⟩ := curvature_bounds hE hm hmM hH x s
  generalize gradientChange E x s = y at h1 h2 ⊢
  have hS : 0 < inner ℝ s s := by
    have := norm_pos_iff.2 hs
    rw [real_inner_self_eq_norm_sq]
    positivity
  have hP : 0 < inner ℝ y s := (mul_pos hm hS).trans_le h1
  have hCS := real_inner_mul_inner_self_le y s
  have hY : 0 < inner ℝ y y := by
    have hy : y ≠ 0 := by
      rintro rfl
      simp at hP
    have := norm_pos_iff.2 hy
    rw [real_inner_self_eq_norm_sq]
    positivity
  rw [div_le_div_iff₀ (hm.trans_le hmM) hY, div_le_div_iff₀ hY hP, div_le_div_iff₀ hP hm]
  exact ⟨by linarith, by linarith, by linarith⟩

end

end QuasiNewtonCurvature
```

```lean
#print axioms QuasiNewtonCurvature.hessianSpectrumIn_of_curvature_bounds
-- 'QuasiNewtonCurvature.hessianSpectrumIn_of_curvature_bounds' depends on axioms: [propext, Classical.choice, Quot.sound]
#print axioms QuasiNewtonCurvature.barzilaiBorwein_bounds
-- 'QuasiNewtonCurvature.barzilaiBorwein_bounds' depends on axioms: [propext, Classical.choice, Quot.sound]
```
